# One added term $CF^\dagger$ gives core-orthogonal, orthonormal valence eigenvectors any core admixture at unchanged eigenvalues

## One core state and one valence state

Take two orthonormal vectors, a core state $c$ with $Hc=\varepsilon c$ and a valence state $\psi$ with $H\psi=e\psi$. We want $\psi+ac$, for a number $a$ of our choosing, to be an eigenvector with the old eigenvalue $e$. The original Hamiltonian gives
$$H(\psi+ac)=e\psi+\varepsilon a\,c=e(\psi+ac)-(e-\varepsilon)a\,c .$$
The error is a multiple of $c$, so a correction with output along $c$ can remove it. The term $(e-\varepsilon)a\,|c\rangle\langle\psi|$ does so: it returns $(e-\varepsilon)a\,c$ from $\psi$ and nothing from $c$. In the basis $(c,\psi)$ the new Hamiltonian is
$$\begin{pmatrix}\varepsilon&(e-\varepsilon)a\\0&e\end{pmatrix}.$$
It has the same eigenvalues, and it is not Hermitian unless $(e-\varepsilon)a=0$.

The same mechanism works for many core and valence states with a single correction. It bears on those pseudopotential constructions in electronic structure in which core components are mixed into valence orbitals to change their shape near the nucleus; the model here is a one-particle matrix problem in a finite orthonormal basis, with the valence solutions already known.

## The core and valence relations

```lean
import Mathlib

open Matrix
open scoped ComplexOrder

namespace ArbitraryCoreAdmixture

noncomputable section

variable {n m k : Type*} [Fintype n] [Fintype m] [DecidableEq m] [DecidableEq k]
```

The index type `n` labels basis functions, `m` core states and `k` valence states. The first two are declared finite here, an assumption that an `omit` line drops where it is not needed; `k` is declared finite only where a sum over valence states is taken.

In the notation that follows, `Cᴴ` is the conjugate transpose $C^\dagger$, `*ᵥ` applies a matrix to a vector, and `⬝ᵥ` is the dot product without conjugation. The inner product $\langle u,v\rangle=u^\dagger v$ is therefore written `star u ⬝ᵥ v`.

```lean
/-- Orthonormal core columns `C` span an invariant subspace of `H`, on which `H` acts as `E`;
the orthonormal valence states `ψ i` are eigenvectors of `H` orthogonal to the core. -/
structure CoreValence (H : Matrix n n ℂ) (C : Matrix n m ℂ) (E : Matrix m m ℂ)
    (ψ : k → n → ℂ) (e : k → ℂ) : Prop where
  core_eig : H * C = C * E
  core_orth : Cᴴ * C = 1
  val_eig : ∀ i, H *ᵥ ψ i = e i • ψ i
  val_orth : ∀ i j, star (ψ i) ⬝ᵥ ψ j = if i = j then 1 else 0
  core_val : ∀ i, Cᴴ *ᵥ ψ i = 0
```

The columns of the matrix $C$ are the core states. The structure `CoreValence` collects five assumptions:
$$HC=CE,\quad C^\dagger C=1,\quad H\psi_i=e_i\psi_i,\quad \langle\psi_i,\psi_j\rangle=\delta_{ij},\quad C^\dagger\psi_i=0 .$$
The first says that $H$ maps the core space into itself and acts there as the matrix $E$, which need not be diagonal. With core eigenstates as columns, $E$ would be the diagonal matrix of core energies.

Nothing requires $H$ to be Hermitian, and $E$ and $e_i$ may be complex. The orthogonality relations are thus assumed. For a Hermitian $H$, orthogonality between eigenvectors with different energies would follow from the eigenvalue equations.

## A correction that sees only the valence states

```lean
/-- The matrix `∑ i, |ψ i⟩⟨r i|` built from valence states and core coefficient vectors. -/
def admixer [Fintype k] (ψ : k → n → ℂ) (r : k → m → ℂ) : Matrix n m ℂ :=
  Matrix.of fun x α => ∑ i, ψ i x * star (r i α)
```

Given a core coefficient vector $r_i$ for each valence state, `admixer ψ r` is the matrix
$$F=\sum_i|\psi_i\rangle\langle r_i|,\qquad F_{x\alpha}=\sum_i\psi_i(x)\,\overline{r_i(\alpha)} .$$

```lean
variable {H : Matrix n n ℂ} {C : Matrix n m ℂ} {E : Matrix m m ℂ}
  {ψ : k → n → ℂ} {e : k → ℂ}

omit [Fintype m] [DecidableEq m] [DecidableEq k] in
/-- The adjoint of the admixer sends a state `v` to the sum of the vectors `r i`
weighted by the overlaps `⟨ψ i, v⟩`. -/
theorem admixer_mulVec [Fintype k] (ψ : k → n → ℂ) (r : k → m → ℂ) (v : n → ℂ) :
    (admixer ψ r)ᴴ *ᵥ v = ∑ i, (star (ψ i) ⬝ᵥ v) • r i := by
  ext α
  simp only [admixer, mulVec, dotProduct, conjTranspose_apply, Matrix.of_apply, star_sum,
    star_mul', star_star, Finset.sum_apply, Pi.smul_apply, smul_eq_mul, Pi.star_apply,
    Finset.sum_mul]
  rw [Finset.sum_comm]
  refine Finset.sum_congr rfl fun i _ => Finset.sum_congr rfl fun x _ => ?_
  ring
```

The theorem says that $F^\dagger v=\sum_i\langle\psi_i,v\rangle\,r_i$ for every $v$. In components,
$$(F^\dagger v)_\alpha=\sum_x\sum_i\overline{\psi_i(x)}\,r_i(\alpha)\,v_x ,$$
and exchanging the two sums gives the claim. In the proof, `ext α` passes to one component, `simp only` writes out the definitions, and `Finset.sum_comm` exchanges the sums. No orthogonality is needed yet.

## Overlaps of the admixed states

```lean
/-- Every valence state is orthogonal to every combination of core states. -/
theorem CoreValence.valence_core (h : CoreValence H C E ψ e) (i : k) (b : m → ℂ) :
    star (ψ i) ⬝ᵥ (C *ᵥ b) = 0 := by
  have h1 := congrArg star (h.core_val i)
  rw [star_mulVec, conjTranspose_conjTranspose, star_zero] at h1
  rw [dotProduct_mulVec, h1, zero_dotProduct]
```

For any core coefficients $b$, $\langle\psi_i,Cb\rangle=(C^\dagger\psi_i)^\dagger b=0$. The proof takes the conjugate of the assumption `core_val` and moves $C$ to the left factor. Because the theorem's name begins with `CoreValence`, it can be called as `h.valence_core` when `h` is a proof of the five relations.

```lean
/-- The overlap of two valence states with core admixtures `a` and `b` is the valence overlap
plus the overlap of the core coefficients. -/
theorem CoreValence.overlap (h : CoreValence H C E ψ e) (i j : k) (a b : m → ℂ) :
    star (ψ i + C *ᵥ a) ⬝ᵥ (ψ j + C *ᵥ b) = (if i = j then 1 else 0) + star a ⬝ᵥ b := by
  have h1 : star (C *ᵥ a) ⬝ᵥ ψ j = 0 := by
    rw [star_mulVec, ← dotProduct_mulVec, h.core_val, dotProduct_zero]
  have h2 : star (C *ᵥ a) ⬝ᵥ (C *ᵥ b) = star a ⬝ᵥ b := by
    rw [star_mulVec, ← dotProduct_mulVec, mulVec_mulVec, h.core_orth, one_mulVec]
  rw [star_add, add_dotProduct, dotProduct_add, dotProduct_add, h1, h2,
    h.valence_core, h.val_orth]
  ring
```

Expanding the overlap of two admixed states gives four terms:
$$\langle\psi_i+Ca,\psi_j+Cb\rangle=\langle\psi_i,\psi_j\rangle+\langle\psi_i,Cb\rangle+\langle Ca,\psi_j\rangle+a^\dagger C^\dagger C\,b=\delta_{ij}+a^\dagger b .$$
The mixed terms vanish, by the previous theorem and by `h1`. The last term is `h2`, where $C^\dagger C=1$ enters.

The squared norm of $\psi_i+Ca$ is $1+a^\dagger a$, so an admixed state with $a\neq0$ is not normalised. After normalisation the core weight is $a^\dagger a/(1+a^\dagger a)$.

```lean
/-- A valence state stays nonzero whatever core admixture is added to it. -/
theorem CoreValence.admixed_ne_zero (h : CoreValence H C E ψ e) (i : k) (a : m → ℂ) :
    ψ i + C *ᵥ a ≠ 0 := by
  intro hx
  have h1 : star (ψ i) ⬝ᵥ (ψ i + C *ᵥ a) = 1 := by
    rw [dotProduct_add, h.valence_core, h.val_orth, if_pos rfl, add_zero]
  rw [hx, dotProduct_zero] at h1
  exact zero_ne_one h1
```

An eigenvector must be nonzero, and here this holds for every $a$. Projecting on $\psi_i$ gives $\langle\psi_i,\psi_i+Ca\rangle=1$, whereas the zero vector would give $0$. Lean derives exactly this contradiction, `zero_ne_one`.

## The eigenvalue equation reduced to the core space

```lean
/-- The admixed state solves the eigenvalue equation of `H + C Fᴴ` at the valence energy
exactly when `Fᴴ` maps it to `e a - E a`. -/
theorem CoreValence.eigen_iff (h : CoreValence H C E ψ e) (F : Matrix n m ℂ) (i : k)
    (a : m → ℂ) :
    (H + C * Fᴴ) *ᵥ (ψ i + C *ᵥ a) = e i • (ψ i + C *ᵥ a) ↔
      Fᴴ *ᵥ (ψ i + C *ᵥ a) = e i • a - E *ᵥ a := by
  have hC : H *ᵥ (C *ᵥ a) = C *ᵥ (E *ᵥ a) := by
    rw [mulVec_mulVec, h.core_eig, ← mulVec_mulVec]
  -- the residual of the eigenvalue equation lies entirely in the core space
  have key : (H + C * Fᴴ) *ᵥ (ψ i + C *ᵥ a) - e i • (ψ i + C *ᵥ a) =
      C *ᵥ (Fᴴ *ᵥ (ψ i + C *ᵥ a) - (e i • a - E *ᵥ a)) := by
    rw [add_mulVec, ← mulVec_mulVec, mulVec_add H, h.val_eig, hC, mulVec_sub C,
      mulVec_sub C, mulVec_smul C]
    module
  -- orthonormal core columns have no null vector
  have inj : ∀ v : m → ℂ, C *ᵥ v = 0 → v = 0 := by
    intro v hv
    rw [← one_mulVec v, ← h.core_orth, ← mulVec_mulVec, hv, mulVec_zero]
  constructor
  · intro hx
    exact sub_eq_zero.mp (inj _ (key.symm.trans (sub_eq_zero.mpr hx)))
  · intro hx
    exact sub_eq_zero.mp (key.trans (by rw [sub_eq_zero.mpr hx, mulVec_zero]))
```

Write $\varphi=\psi_i+Ca$. The theorem states the equivalence
$$(H+CF^\dagger)\varphi=e_i\varphi\iff F^\dagger\varphi=e_ia-Ea .$$
To derive it, use $H\psi_i=e_i\psi_i$ and $HCa=CEa$:
$$(H+CF^\dagger)\varphi-e_i\varphi=e_i\psi_i+CEa+CF^\dagger\varphi-e_i\psi_i-e_iCa=C\bigl[F^\dagger\varphi-(e_ia-Ea)\bigr].$$
If the bracket vanishes, so does the left side. Conversely, if $Cv=0$, then $v=C^\dagger Cv=0$, so a vanishing left side forces the bracket to vanish.

In the code, `hC` is the relation $HCa=CEa$, `key` is the displayed identity, and `inj` is the injectivity of $C$. The tactic `module` finishes the linear algebra in `key`, and the two branches after `constructor` are the two directions. An equation with as many components as there are basis functions has become one with as many components as there are core states.

## One correction for all prescribed admixtures

```lean
/-- For any prescribed core admixtures `a i`, a single `F` makes every `ψ i + C a i` an
eigenvector of `H + C Fᴴ` with eigenvalue `e i`, while the action on the core is unchanged. -/
theorem exists_arbitrary_admixture [Fintype k] (h : CoreValence H C E ψ e)
    (a : k → m → ℂ) :
    ∃ F : Matrix n m ℂ,
      (∀ i, ψ i + C *ᵥ a i ≠ 0 ∧
        (H + C * Fᴴ) *ᵥ (ψ i + C *ᵥ a i) = e i • (ψ i + C *ᵥ a i)) ∧
      ∀ b : m → ℂ, (H + C * Fᴴ) *ᵥ (C *ᵥ b) = H *ᵥ (C *ᵥ b) := by
  refine ⟨admixer ψ (fun i => e i • a i - E *ᵥ a i), fun i => ⟨h.admixed_ne_zero i _, ?_⟩,
    fun b => ?_⟩
  · -- orthonormality picks out the one term belonging to state i
    rw [h.eigen_iff, admixer_mulVec]
    simp [dotProduct_add, h.val_orth, h.valence_core]
  · -- the admixer does not see the core
    rw [add_mulVec, ← mulVec_mulVec, admixer_mulVec]
    simp [h.valence_core]
```

For every choice of coefficient vectors $a_i$, there is one matrix $F$ such that, for all $i$,
$$\psi_i+Ca_i\neq0,\qquad (H+CF^\dagger)(\psi_i+Ca_i)=e_i(\psi_i+Ca_i),$$
and $(H+CF^\dagger)Cb=HCb$ for every $b$. The core states therefore keep their old eigenvalue problem.

The proof supplies
$$F=\sum_i|\psi_i\rangle\langle r_i|,\qquad r_i=e_ia_i-Ea_i .$$
By the equivalence above, we need $F^\dagger(\psi_i+Ca_i)=r_i$. Orthonormality and core orthogonality give
$$F^\dagger(\psi_i+Ca_i)=\sum_j\bigl(\langle\psi_j,\psi_i\rangle+\langle\psi_j,Ca_i\rangle\bigr)r_j=\sum_j\delta_{ji}\,r_j=r_i .$$
On the core, $F^\dagger Cb=\sum_j\langle\psi_j,Cb\rangle r_j=0$, so the added term does nothing there.

In Lean, `refine` provides this $F$ and the nonvanishing of the states, leaving two goals. Each is rewritten with `admixer_mulVec`, and `simp` evaluates the sum from the orthogonality relations.

The theorem doesn't say that $F$ is unique, and it makes no statement about eigenvectors outside the span of the listed core and valence states. The $F$ it uses is built from $\psi_i$ and $e_i$, so it presupposes the solutions and does not help to find them.

## What Hermiticity would demand

```lean
/-- If `H + C Fᴴ` is Hermitian and has the admixed states as eigenvectors, then the core
admixtures of states with different eigenvalues are orthogonal. -/
theorem hermitian_forces_orthogonal (h : CoreValence H C E ψ e) (F : Matrix n m ℂ)
    (a : k → m → ℂ) (hM : (H + C * Fᴴ).IsHermitian)
    (heig : ∀ i, (H + C * Fᴴ) *ᵥ (ψ i + C *ᵥ a i) = e i • (ψ i + C *ᵥ a i))
    {i j : k} (hij : e i ≠ e j) : star (a i) ⬝ᵥ a j = 0 := by
  -- let the Hermitian operator act to the left and to the right
  have pair : ∀ p q, e q * (star (ψ p + C *ᵥ a p) ⬝ᵥ (ψ q + C *ᵥ a q)) =
      star (e p) * (star (ψ p + C *ᵥ a p) ⬝ᵥ (ψ q + C *ᵥ a q)) := by
    intro p q
    have h1 := congrArg star (heig p)
    rw [star_mulVec, hM.eq, star_smul] at h1
    have h2 := dotProduct_mulVec (star (ψ p + C *ᵥ a p)) (H + C * Fᴴ) (ψ q + C *ᵥ a q)
    rw [heig q, h1, dotProduct_smul, smul_dotProduct, smul_eq_mul, smul_eq_mul] at h2
    exact h2
  -- the eigenvalue is real because the admixed state has nonzero norm
  have hreal : e i = star (e i) :=
    mul_right_cancel₀ (fun h0 => h.admixed_ne_zero i (a i)
      (dotProduct_star_self_eq_zero.mp h0)) (pair i i)
  have h3 := pair i j
  rw [← hreal, h.overlap, if_neg (fun hh => hij (congrArg e hh)), zero_add] at h3
  have h4 : (e i - e j) * (star (a i) ⬝ᵥ a j) = 0 := by linear_combination -h3
  exact (mul_eq_zero.mp h4).resolve_left (sub_ne_zero.mpr hij)
```

Now let $F$ be any matrix for which $M=H+CF^\dagger$ is Hermitian and has all the admixed states $\varphi_i=\psi_i+Ca_i$ as eigenvectors at the energies $e_i$. Then $e_i\neq e_j$ implies $a_i^\dagger a_j=0$.

Let $M$ act to the right and to the left in $\langle\varphi_p,M\varphi_q\rangle$:
$$e_q\langle\varphi_p,\varphi_q\rangle=\overline{e_p}\,\langle\varphi_p,\varphi_q\rangle .$$
This is `pair`. With $p=q=i$ the overlap is a nonzero squared norm, so $e_i$ is real, which is `hreal`. With $p=i$ and $q=j$ we get $(e_i-e_j)\langle\varphi_i,\varphi_j\rangle=0$. Different energies mean different indices, so the overlap formula reduces $\langle\varphi_i,\varphi_j\rangle$ to $a_i^\dagger a_j$. Dividing by $e_i-e_j$ gives the result; in the code this product is `h4`.

A single valence state meets no such condition. In the two-level example with real $e$, shifting the core level to $e$ gives the Hermitian matrix $e\,1$, for which $\psi+ac$ is an eigenvector, but this changes the action on the core. One core level cannot be moved to two different valence energies at once, and the three-level example below shows the conflict.

## Three levels with equal core admixtures

```lean
/-- A three-level Hamiltonian with levels `-3`, `1` and `2`. -/
def modelH : Matrix (Fin 3) (Fin 3) ℂ := !![-3, 0, 0; 0, 1, 0; 0, 0, 2]
```

The Hamiltonian is $\mathrm{diag}(-3,1,2)$ in arbitrary energy units.

```lean
/-- The single core state of the model: the first basis vector. -/
def modelC : Matrix (Fin 3) (Fin 1) ℂ := !![1; 0; 0]
```

The core matrix has a single column, $(1,0,0)^T$.

```lean
/-- The two valence states of the model: the second and third basis vectors. -/
def modelψ : Fin 2 → Fin 3 → ℂ := ![![0, 1, 0], ![0, 0, 1]]
```

The valence states are $\psi_0=(0,1,0)^T$ and $\psi_1=(0,0,1)^T$; Lean counts from zero.

```lean
/-- The three-level model satisfies all core and valence relations. -/
theorem coreValence_witness : CoreValence modelH modelC !![-3] modelψ ![1, 2] := by
  refine ⟨?_, ?_, ?_, ?_, ?_⟩
  · ext i j
    fin_cases i <;> fin_cases j <;>
      simp [modelH, modelC, Matrix.mul_apply, Fin.sum_univ_succ]
  · ext i j
    fin_cases i
    fin_cases j
    simp [modelC, Matrix.mul_apply, Fin.sum_univ_succ]
  · intro i
    ext x
    fin_cases i <;> fin_cases x <;>
      simp [modelH, modelψ, mulVec, dotProduct, Fin.sum_univ_succ]
  · intro i j
    fin_cases i <;> fin_cases j <;> simp [modelψ, dotProduct, Fin.sum_univ_succ]
  · intro i
    ext x
    fin_cases i <;> fin_cases x <;>
      simp [modelC, modelψ, mulVec, dotProduct, Fin.sum_univ_succ]
```

This checks the five relations with $E=(-3)$, $e_0=1$ and $e_1=2$. The proof runs through the finitely many entries with `fin_cases` and computes each with `simp`. The general theorems therefore apply to this model.

```lean
/-- In the three-level model, no Hermitian `H + C Fᴴ` has as eigenvectors, at the valence
energies, both valence states with one unit of the core state added to each. -/
theorem model_not_hermitian (F : Matrix (Fin 3) (Fin 1) ℂ)
    (heig : ∀ i, (modelH + modelC * Fᴴ) *ᵥ (modelψ i + modelC *ᵥ (fun _ => 1)) =
      (![1, 2] : Fin 2 → ℂ) i • (modelψ i + modelC *ᵥ (fun _ => 1))) :
    ¬ (modelH + modelC * Fᴴ).IsHermitian := by
  intro hM
  have hne : (![1, 2] : Fin 2 → ℂ) 0 ≠ (![1, 2] : Fin 2 → ℂ) 1 := by norm_num
  have h0 := hermitian_forces_orthogonal coreValence_witness F (fun _ _ => 1) hM heig hne
  simp [dotProduct] at h0

end

end ArbitraryCoreAdmixture
```

Add one unit of the core state to each valence state, so that $a_0=a_1=1$. The theorem says that any $F$ which makes both admixed states eigenvectors at energies $1$ and $2$ leaves $H+CF^\dagger$ non-Hermitian. Hermiticity would require $a_0^\dagger a_1=0$, but this product is $1$; the final `simp` finds the contradiction.

Such an $F$ does exist. The general formula gives $r_0=1+3=4$ and $r_1=2+3=5$, hence $F=(0,4,5)^T$ and
$$H+CF^\dagger=\begin{pmatrix}-3&4&5\\0&1&0\\0&0&2\end{pmatrix}.$$
Its normalised valence eigenvectors are $(1,1,0)^T/\sqrt2$ and $(1,0,1)^T/\sqrt2$. Each has core weight $1/2$, and their overlap is $1/2$, which eigenvectors of a Hermitian matrix with different eigenvalues cannot have.

```lean
#print axioms ArbitraryCoreAdmixture.exists_arbitrary_admixture
#print axioms ArbitraryCoreAdmixture.model_not_hermitian
```

```
'ArbitraryCoreAdmixture.exists_arbitrary_admixture' depends on axioms: [propext, Classical.choice, Quot.sound]
'ArbitraryCoreAdmixture.model_not_hermitian' depends on axioms: [propext, Classical.choice, Quot.sound]
```

## Dual vectors in place of orthonormal valence states

The right eigenvectors of a non-Hermitian $H$ are in general not orthogonal. A different model would replace the orthogonality assumptions on the valence states by dual vectors $\chi_i$ with $\langle\chi_i,\psi_j\rangle=\delta_{ij}$ and $\chi_i^\dagger C=0$. The same argument would then go through with $F=\sum_i|\chi_i\rangle\langle r_i|$, and it would cover more Hamiltonians at the price of an extra set of vectors in the hypotheses.

The Hermiticity condition would change as well. For different energies it would still require $\langle\psi_i+Ca_i,\psi_j+Ca_j\rangle=0$, but this overlap would no longer reduce to $a_i^\dagger a_j$, because overlaps among the valence states and between valence and core would remain.
